# With self terms included, a common constant shift of the pair kernel leaves a neutral system's energy unchanged

A molecule or a slab can be computed in a periodic cell with the Coulomb interaction truncated, so that its periodic images don't see each other. Truncation changes both the shape of the interaction and its average value. The change of average, taken alone, amounts to adding a constant, and only that part is studied here. The electron-electron, electron-ion and ion-ion energies are often evaluated by separate routines, and these may treat the constant differently. How does the total energy respond?

The answer bears on total energies in plane-wave electronic structure, here for a finite set of classical point charges at fixed positions.

## Charges, kernels and energies

There are N electrons of charge −1 at positions x_i, and finitely many ions with real charges Z_k at positions R_k. Positions lie in an arbitrary type `X`, `Fin N` labels the electrons and `ι` the ions. A third label type, `κ`, serves for general point charges.

```lean
import Mathlib

noncomputable section

namespace CoulombKernelShift

variable {X ι κ : Type*} [Fintype ι] [Fintype κ] {N : ℕ}
```

The pair kernel v(r, s) is any real function of two positions; no Coulomb form is assumed. It must be finite at r = s, as a smoothed or plane-wave-limited interaction is. A constant is added to it by `shift`.

```lean
/-- The pair kernel `v` with the constant `c` added to every entry. -/
def shift (c : ℝ) (v : X → X → ℝ) : X → X → ℝ := fun r s => v r s + c
```

For charges q_a at positions r_a, the energy is half the double sum over all pairs, including a = b. A second version omits those self terms.

```lean
/-- Interaction energy of point charges `q` at positions `r`: half the double sum over all
pairs, self terms included. -/
def pairEnergy (v : X → X → ℝ) (q : κ → ℝ) (r : κ → X) : ℝ :=
  1 / 2 * ∑ a, ∑ b, q a * q b * v (r a) (r b)

/-- Interaction energy of point charges `q` at positions `r` with the self terms left out. -/
def pairEnergyNoSelf [DecidableEq κ] (v : X → X → ℝ) (q : κ → ℝ) (r : κ → X) : ℝ :=
  1 / 2 * ∑ a, ∑ b, if a = b then 0 else q a * q b * v (r a) (r b)
```

The electron-electron part has the same factor 1/2. The electron-ion part has none, because each such pair occurs once.

```lean
/-- Interaction energy of electrons of charge `-1` at positions `x`, self terms included. -/
def electronElectron (v : X → X → ℝ) (x : Fin N → X) : ℝ :=
  1 / 2 * ∑ i, ∑ j, v (x i) (x j)

/-- Interaction energy between electrons of charge `-1` at `x` and ions of charges `Z` at `R`. -/
def electronIon (v : X → X → ℝ) (x : Fin N → X) (Z : ι → ℝ) (R : ι → X) : ℝ :=
  -∑ i, ∑ k, Z k * v (x i) (R k)
```

The total energy takes three kernels, so inconsistent treatments can be expressed. It includes the self terms of electrons and ions.

```lean
/-- Total energy of electrons and ions, where the electron-electron, electron-ion and ion-ion
parts may each use a kernel of their own. -/
def totalEnergy (vee vei vii : X → X → ℝ) (x : Fin N → X) (Z : ι → ℝ) (R : ι → X) : ℝ :=
  electronElectron vee x + electronIon vei x Z R + pairEnergy vii Z R
```

## (a) Three parts, one double sum

Let v be symmetric and used in all three parts. Show that, with a and b running over electrons and ions together,

E = ½ Σ_a Σ_b q_a q_b v(r_a, r_b).

**Solution.** Split the double sum into four blocks. The electron-electron block is Σ_i Σ_j v(x_i, x_j), since (−1)(−1) = 1. The electron-ion block is −Σ_i Σ_k Z_k v(x_i, R_k). The ion-electron block equals it, by v(R_k, x_i) = v(x_i, R_k) and an exchange of the sums. The ion-ion block stays as it is. Halving the total leaves one full electron-ion sum and half of each of the other two.

In Lean, `Sum.elim` joins the two lists of charges and the two lists of positions. The facts `hee`, `hei` and `hie` evaluate the first three blocks. Symmetry, `hv`, is used only here.

```lean
/-- With one symmetric kernel throughout, the three parts add up to the interaction energy of
all charges, electrons and ions taken together. -/
theorem totalEnergy_eq_pairEnergy (v : X → X → ℝ) (hv : ∀ r s, v r s = v s r)
    (x : Fin N → X) (Z : ι → ℝ) (R : ι → X) :
    totalEnergy v v v x Z R
      = pairEnergy v (Sum.elim (fun _ : Fin N => -1) Z) (Sum.elim x R) := by
  have hee : ∑ i, ∑ j, -1 * -1 * v (x i) (x j) = ∑ i, ∑ j, v (x i) (x j) := by
    refine Finset.sum_congr rfl fun i _ => Finset.sum_congr rfl fun j _ => ?_
    ring
  have hei : ∑ i, ∑ k, -1 * Z k * v (x i) (R k) = -∑ i, ∑ k, Z k * v (x i) (R k) := by
    simp only [neg_mul, one_mul, Finset.sum_neg_distrib]
  -- symmetry of the kernel identifies the ion-electron and electron-ion sums
  have hie : ∑ k, ∑ i, Z k * -1 * v (R k) (x i) = -∑ i, ∑ k, Z k * v (x i) (R k) := by
    rw [Finset.sum_comm, ← hei]
    refine Finset.sum_congr rfl fun i _ => Finset.sum_congr rfl fun k _ => ?_
    rw [hv (R k) (x i)]
    ring
  simp only [totalEnergy, electronElectron, electronIon, pairEnergy, Fintype.sum_sum_type,
    Sum.elim_inl, Sum.elim_inr, Finset.sum_add_distrib, hee, hei, hie]
  ring
```

## (b) Three separate shifts

Shift the electron-electron, electron-ion and ion-ion kernels by constants a, b and d (no longer summation labels). Show that, for any total ionic charge Z_tot = Σ_k Z_k,

ΔE = a N²/2 − b N Z_tot + d Z_tot²/2.

**Solution.** Each part is linear in its kernel, so only the constants contribute to the change:

½ Σ_i Σ_j a = a N²/2

−Σ_i Σ_k Z_k b = −b N Z_tot

½ Σ_k Σ_l Z_k Z_l d = d Z_tot²/2

Their sum is ΔE. The facts `h1`, `h2` and `h3` are these three double sums without their prefactors.

A factor 1/2 wrongly placed before the electron-ion sum would halve the middle term, and a common shift c of a neutral system would then appear to cost c N²/2.

```lean
/-- Energy change when the electron-electron, electron-ion and ion-ion kernels are shifted by
`a`, `b` and `d`, for any total ionic charge. -/
theorem totalEnergy_shift (v : X → X → ℝ) (a b d : ℝ)
    (x : Fin N → X) (Z : ι → ℝ) (R : ι → X) :
    totalEnergy (shift a v) (shift b v) (shift d v) x Z R = totalEnergy v v v x Z R
      + (a * N ^ 2 / 2 - b * N * ∑ k, Z k + d * (∑ k, Z k) ^ 2 / 2) := by
  -- the constant part of each of the three double sums
  have h1 : ∑ _i : Fin N, ∑ _j : Fin N, a = (N : ℝ) ^ 2 * a := by
    simp only [Finset.sum_const, Finset.card_univ, Fintype.card_fin, nsmul_eq_mul]
    ring
  have h2 : ∑ _i : Fin N, ∑ k, Z k * b = (N : ℝ) * (∑ k, Z k) * b := by
    rw [Finset.sum_const, Finset.card_univ, Fintype.card_fin, nsmul_eq_mul,
      ← Finset.sum_mul, mul_assoc]
  have h3 : ∑ k, ∑ l, Z k * Z l * d = (∑ k, Z k) ^ 2 * d := by
    rw [sq, Finset.sum_mul_sum, Finset.sum_mul]
    refine Finset.sum_congr rfl fun k _ => ?_
    rw [Finset.sum_mul]
  simp only [totalEnergy, electronElectron, electronIon, pairEnergy, shift, mul_add,
    Finset.sum_add_distrib, h1, h2, h3]
  ring
```

## (c) The neutral system

Let Z_tot = N. Show that a common shift c and a shift c between electrons alone give, respectively,

ΔE = 0 and ΔE = c N²/2.

**Solution.** Put a = b = d = c in (b):

c N²/2 − c N² + c N²/2 = 0.

For the second claim put a = c and b = d = 0; only the first term remains. It counts the self term of each electron; without these the change would be c N(N − 1)/2, which is zero for a single electron.

Neutrality is the hypothesis `hZ`. The fact `h0` says that a shift by zero returns v, which lets (b) apply to the unshifted kernels.

In a plane-wave calculation the constant sits in the G = 0 component. For a Coulomb kernel cut off at radius L in a cell of volume Ω, that component is 2πL² in atomic units, so keeping it instead of setting it to zero means c = 2πL²/Ω. If only the Hartree energy keeps it, the total energy rises by πL²N²/Ω. This application replaces the sum over point electrons by an integral over a continuous density, a step that the theorem doesn't include.

```lean
/-- In a neutral system, adding the same constant to every kernel entry leaves the total energy
unchanged, while adding it only between electrons changes the energy by `c N² / 2`. -/
theorem neutral_shift (v : X → X → ℝ) (c : ℝ) (x : Fin N → X) (Z : ι → ℝ) (R : ι → X)
    (hZ : ∑ k, Z k = N) :
    totalEnergy (shift c v) (shift c v) (shift c v) x Z R = totalEnergy v v v x Z R ∧
    totalEnergy (shift c v) v v x Z R = totalEnergy v v v x Z R + c * N ^ 2 / 2 := by
  constructor
  · rw [totalEnergy_shift, hZ]
    ring
  · have h0 : shift 0 v = v := by
      funext r s
      simp [shift]
    have h := totalEnergy_shift v c 0 0 x Z R
    rw [h0] at h
    rw [h]
    ring
```

## (d) Which shifts are harmless

Let the system be neutral with N ≥ 1. Show that the energy is unchanged exactly when

a + d = 2b.

**Solution.** With Z_tot = N, (b) becomes

ΔE = (N²/2)(a + d − 2b).

Since N² > 0, this vanishes exactly when the bracket does. The Lean proof obtains the product from `linear_combination` and excludes the factor N² = 0 by `hpos`. At N = 0 every choice of shifts would preserve the energy.

```lean
/-- For a neutral system with at least one electron, separate shifts `a`, `b`, `d` of the
electron-electron, electron-ion and ion-ion kernels preserve the energy exactly when
`a + d = 2 b`. -/
theorem shift_invariant_iff (v : X → X → ℝ) (a b d : ℝ) (x : Fin N → X) (Z : ι → ℝ)
    (R : ι → X) (hN : 0 < N) (hZ : ∑ k, Z k = N) :
    totalEnergy (shift a v) (shift b v) (shift d v) x Z R = totalEnergy v v v x Z R
      ↔ a + d = 2 * b := by
  have hpos : (0 : ℝ) < (N : ℝ) ^ 2 := by positivity
  rw [totalEnergy_shift, hZ]
  constructor
  · intro h
    have h' : (N : ℝ) ^ 2 * (a + d - 2 * b) = 0 := by linear_combination 2 * h
    rcases mul_eq_zero.mp h' with h0 | h0
    · exact absurd h0 hpos.ne'
    · linarith
  · intro h
    linear_combination (N : ℝ) ^ 2 / 2 * h
```

## (e) An energy of any value

Under the same conditions, let E₀ be the unshifted energy and E any real number. Find an electron-only shift c that gives

E₀ + c N²/2 = E.

**Solution.** Solve for c, which is possible because N ≠ 0:

c = 2(E − E₀)/N².

The energy is therefore unbounded in c, both above and below. Lean supplies this c as the witness and applies the second half of (c).

```lean
/-- For a neutral system with at least one electron, a constant added only between electrons
can bring the total energy to any real value `E`. -/
theorem electron_only_shift_reaches (v : X → X → ℝ) (x : Fin N → X) (Z : ι → ℝ) (R : ι → X)
    (hN : 0 < N) (hZ : ∑ k, Z k = N) (E : ℝ) :
    ∃ c : ℝ, totalEnergy (shift c v) v v x Z R = E := by
  have hne : (N : ℝ) ^ 2 ≠ 0 := by positivity
  refine ⟨2 * (E - totalEnergy v v v x Z R) / (N : ℝ) ^ 2, ?_⟩
  rw [(neutral_shift v _ x Z R hZ).2, div_mul_cancel₀ _ hne]
  ring
```

## (f) A shift that depends on position

For general point charges, add f(s) + f(t) to v(s, t), with f any real function of position. Show that

ΔE = (Σ_a q_a)(Σ_a q_a f(r_a)).

**Solution.** The added energy is

½ Σ_a Σ_b q_a q_b f(r_a) + ½ Σ_a Σ_b q_a q_b f(r_b).

Each double sum factorises into the total charge times Σ_a q_a f(r_a), as `h1` and `h2` state, and the two halves add up. For a neutral set of charges the change is zero.

```lean
/-- Adding `f s + f t` to each kernel entry `v s t` changes the energy of point charges, self terms
included, by their total charge times the sum of `q f` over the charges. -/
theorem pairEnergy_add_potential (v : X → X → ℝ) (f : X → ℝ) (q : κ → ℝ) (r : κ → X) :
    pairEnergy (fun s t => v s t + (f s + f t)) q r
      = pairEnergy v q r + (∑ a, q a) * ∑ a, q a * f (r a) := by
  have h1 : ∑ a, ∑ b, q a * q b * f (r a) = (∑ a, q a * f (r a)) * ∑ b, q b := by
    rw [Finset.sum_mul_sum]
    refine Finset.sum_congr rfl fun a _ => Finset.sum_congr rfl fun b _ => ?_
    ring
  have h2 : ∑ a, ∑ b, q a * q b * f (r b) = (∑ a, q a) * ∑ b, q b * f (r b) := by
    rw [Finset.sum_mul_sum]
    refine Finset.sum_congr rfl fun a _ => Finset.sum_congr rfl fun b _ => ?_
    ring
  simp only [pairEnergy, mul_add, Finset.sum_add_distrib, h1, h2]
  ring
```

## (g) Without self terms

Leave out the terms a = b and shift the kernel by c. Show that

ΔE = (c/2)[(Σ_a q_a)² − Σ_a q_a²].

**Solution.** Sum the constant over all pairs and subtract the diagonal:

½ Σ_{a≠b} q_a q_b c = (c/2)[Σ_a Σ_b q_a q_b − Σ_a q_a²].

The double sum is the squared total charge. In Lean, `hterm` makes the subtraction term by term, while `hall` and `hdiag` evaluate the two sums.

Neutrality now leaves −(c/2) Σ_a q_a², which depends on the charges but not on their positions.

```lean
/-- With the self terms left out, a constant shift `c` of the kernel changes the energy by
`c / 2` times the squared total charge minus the sum of the squared charges. -/
theorem pairEnergyNoSelf_shift [DecidableEq κ] (v : X → X → ℝ) (c : ℝ) (q : κ → ℝ)
    (r : κ → X) :
    pairEnergyNoSelf (shift c v) q r
      = pairEnergyNoSelf v q r + c / 2 * ((∑ a, q a) ^ 2 - ∑ a, q a ^ 2) := by
  -- the shift acts on all pairs, minus the diagonal
  have hterm : ∀ a b, (if a = b then 0 else q a * q b * (v (r a) (r b) + c))
      = (if a = b then 0 else q a * q b * v (r a) (r b))
        + (q a * q b * c - if a = b then q a * q b * c else 0) := by
    intro a b
    split_ifs <;> ring
  have hall : ∑ a, ∑ b, q a * q b * c = (∑ a, q a) ^ 2 * c := by
    rw [sq, Finset.sum_mul_sum, Finset.sum_mul]
    refine Finset.sum_congr rfl fun a _ => ?_
    rw [Finset.sum_mul]
  have hdiag : ∑ a, q a * q a * c = (∑ a, q a ^ 2) * c := by
    rw [Finset.sum_mul]
    refine Finset.sum_congr rfl fun a _ => ?_
    ring
  simp only [pairEnergyNoSelf, shift, hterm, Finset.sum_add_distrib, Finset.sum_sub_distrib,
    Finset.sum_ite_eq, Finset.mem_univ, if_true, hall, hdiag]
  ring

end CoulombKernelShift
```

```lean
#print axioms CoulombKernelShift.shift_invariant_iff
#print axioms CoulombKernelShift.electron_only_shift_reaches
#print axioms CoulombKernelShift.pairEnergy_add_potential
#print axioms CoulombKernelShift.pairEnergyNoSelf_shift
```

```
'CoulombKernelShift.shift_invariant_iff' depends on axioms: [propext, Classical.choice, Quot.sound]
'CoulombKernelShift.electron_only_shift_reaches' depends on axioms: [propext, Classical.choice, Quot.sound]
'CoulombKernelShift.pairEnergy_add_potential' depends on axioms: [propext, Classical.choice, Quot.sound]
'CoulombKernelShift.pairEnergyNoSelf_shift' depends on axioms: [propext, Classical.choice, Quot.sound]
```
